# Ozawa's noise–disturbance inequality for symmetric operators with commuting outputs

An apparatus that measures an observable \(A\) imperfectly may also disturb a second observable \(B\), and a bound on the two effects first needs a choice of what "noise" and "disturbance" are. Here they are operators \(N\) and \(D\) on the same space as \(A\) and \(B\). The apparatus reads out \(A+N\), and \(B\) has become \(B+D\) after the interaction. In a state \(\psi\) their root-mean-square sizes are
\[
e=\|N\psi\|,\qquad h=\|D\psi\| .
\]
If all four operators are symmetric, \(A+N\) commutes with \(B+D\), and \(\psi\) is a unit vector, then
\[
\tfrac12\,|\langle[A,B]\rangle|\;\le\; e\,h+e\,\sigma(B)+\sigma(A)\,h ,
\]
where \(\langle X\rangle=\langle\psi,X\psi\rangle\) and \(\sigma(X)\) is the standard deviation. The literature often writes \(\varepsilon\) and \(\eta\) for \(e\) and \(h\). In the Lean theorems the letter `h` names the commutation hypothesis instead.

In the system–probe model of a measurement, the space is that of system and probe together, \(U\) is their interaction, \(M\) is the meter observable, and
\[
N=U^\dagger(1\otimes M)U-A\otimes 1,\qquad D=U^\dagger(B\otimes 1)U-B\otimes 1 .
\]
This identification is the step from the theorem to the laboratory that the hypotheses leave to the reader: \(N\) and \(D\) are given operators, with no probe or interaction behind them.

```lean
import Mathlib

open Complex

namespace OzawaInequality

noncomputable section

variable {E : Type*} [NormedAddCommGroup E] [InnerProductSpace ℂ E]
```

The space `E` is a complex inner product space of any dimension, and it need not be complete. An operator is an element of `Module.End ℂ E`, a linear map defined on all of `E`. Unbounded observables therefore fit if `E` is a common domain that all four operators map into itself. The inner product is linear in its second argument.

```lean
/-- The commutator `[A, B] = AB - BA` of two operators. -/
def comm (A B : Module.End ℂ E) : Module.End ℂ E := A * B - B * A

/-- The real part of `⟨ψ, A ψ⟩`, which is the expectation value of a symmetric operator `A`
in a unit vector `ψ`. -/
def expct (A : Module.End ℂ E) (ψ : E) : ℝ := (inner ℂ ψ (A ψ)).re

/-- The standard deviation `σ(A) = √(⟨A²⟩ - ⟨A⟩²)` of a symmetric operator `A` in a unit
vector `ψ`. -/
def sdev (A : Module.End ℂ E) (ψ : E) : ℝ := √(expct (A * A) ψ - expct A ψ ^ 2)
```

`expct` takes a real part, which loses nothing for a symmetric operator. `sdev` is the textbook \(\sqrt{\langle A^2\rangle-\langle A\rangle^2}\), with no division by \(\|\psi\|^2\).

## Symmetric operators and their second moments

Symmetry, \(\langle Av,w\rangle=\langle v,Aw\rangle\), makes expectation values real. For \(N\) and \(D\) it also makes \(e^2=\langle N^2\rangle\) and \(h^2=\langle D^2\rangle\) genuine mean squares, because moving one factor across the inner product gives
\[
\langle\psi,A^2\psi\rangle=\langle A\psi,A\psi\rangle=\|A\psi\|^2 .
\]

```lean
/-- For a symmetric operator the second moment `⟨A²⟩` is the squared length of `A ψ`. -/
theorem expct_sq {A : Module.End ℂ E} (hA : LinearMap.IsSymmetric A) (ψ : E) :
    expct (A * A) ψ = ‖A ψ‖ ^ 2 := by
  unfold expct
  rw [Module.End.mul_apply, ← hA ψ (A ψ)]
  exact inner_self_eq_norm_sq (𝕜 := ℂ) (A ψ)
```

The rewrite with `hA` is that move. Subtracting a square can only lower the value, so \(\|A\psi\|^2-\langle A\rangle^2\le\|A\psi\|^2\), and taking square roots gives \(\sigma(A)\le\|A\psi\|\). If \(\psi\) is longer than a unit vector the difference can be negative; Lean's square root is then 0 and the bound still holds.

```lean
/-- The standard deviation of a symmetric operator is at most its root-mean-square value
`‖A ψ‖`. -/
theorem sdev_le_norm {A : Module.End ℂ E} (hA : LinearMap.IsSymmetric A) (ψ : E) :
    sdev A ψ ≤ ‖A ψ‖ := by
  unfold sdev
  rw [expct_sq hA]
  exact Real.sqrt_le_iff.mpr ⟨norm_nonneg _, by nlinarith [sq_nonneg (expct A ψ)]⟩
```

If \(N\) is allowed to be non-symmetric, the inequality fails. Take the Pauli matrices \(A=\sigma_x\), \(B=\sigma_y\), with \(N=-\sigma_x-i\sigma_y\), \(D=0\) and \(\psi=(1,0)\). Then \(A+N=-i\sigma_y\) commutes with \(B\), and \(N\psi=0\). The right-hand side is 0, while the left-hand side is \(|2i|/2=1\).

## A state vector of length one

The condition \(\|\psi\|=1\) gives `expct` and `sdev` their statistical meaning. By hand it enters when the centred vector is expanded. With \(a=\langle A\rangle\),
\[
\|A\psi-a\psi\|^2=\|A\psi\|^2-2a\,\mathrm{Re}\langle A\psi,\psi\rangle+a^2\|\psi\|^2
=\|A\psi\|^2-2a^2+a^2=\sigma(A)^2 .
\]

```lean
/-- For a symmetric operator and a unit vector, the standard deviation is the length of the
centred vector `(A - ⟨A⟩) ψ`. -/
theorem sdev_eq_norm {A : Module.End ℂ E} (hA : LinearMap.IsSymmetric A) {ψ : E}
    (hψ : ‖ψ‖ = 1) : sdev A ψ = ‖A ψ - (expct A ψ : ℂ) • ψ‖ := by
  have h2 : RCLike.re (inner ℂ (A ψ) ((expct A ψ : ℂ) • ψ)) = expct A ψ ^ 2 := by
    rw [inner_smul_right, hA ψ ψ]
    change ((expct A ψ : ℂ) * inner ℂ ψ (A ψ)).re = _
    rw [Complex.re_ofReal_mul, sq]
    rfl
  have h3 : ‖(expct A ψ : ℂ) • ψ‖ ^ 2 = expct A ψ ^ 2 := by
    rw [norm_smul, hψ, mul_one, Complex.norm_real, Real.norm_eq_abs, sq_abs]
  have key : expct (A * A) ψ - expct A ψ ^ 2 = ‖A ψ - (expct A ψ : ℂ) • ψ‖ ^ 2 := by
    rw [norm_sub_sq (𝕜 := ℂ), expct_sq hA, h2, h3]
    ring
  rw [sdev, key, Real.sqrt_sq (norm_nonneg _)]
```

In the proof, `h2` is the cross term and `h3` is the last term, where `hψ` is used. `key` assembles the expansion, and the square root is then taken of a perfect square.

This turns Robertson's relation into a statement about two vectors. For symmetric \(X,Y\) with means \(a,b\), put \(x=X\psi-a\psi\) and \(y=Y\psi-b\psi\). Then
\[
\langle x,y\rangle=\langle X\psi,Y\psi\rangle-b\langle X\psi,\psi\rangle-a\langle\psi,Y\psi\rangle+ab\langle\psi,\psi\rangle ,
\]
\[
\langle y,x\rangle=\langle Y\psi,X\psi\rangle-a\langle Y\psi,\psi\rangle-b\langle\psi,X\psi\rangle+ab\langle\psi,\psi\rangle .
\]
By symmetry, all terms containing \(a\) or \(b\) cancel in the difference, which leaves
\[
\langle x,y\rangle-\langle y,x\rangle=\langle X\psi,Y\psi\rangle-\langle Y\psi,X\psi\rangle=\langle[X,Y]\rangle .
\]
The triangle inequality and Cauchy–Schwarz give \(|\langle[X,Y]\rangle|\le2\|x\|\|y\|=2\sigma(X)\sigma(Y)\).

```lean
/-- Robertson's uncertainty relation: `|⟨[X, Y]⟩| ≤ 2 σ(X) σ(Y)` for symmetric `X`, `Y` and a
unit vector. -/
theorem robertson {X Y : Module.End ℂ E} (hX : LinearMap.IsSymmetric X)
    (hY : LinearMap.IsSymmetric Y) {ψ : E} (hψ : ‖ψ‖ = 1) :
    ‖inner ℂ ψ (comm X Y ψ)‖ ≤ 2 * (sdev X ψ * sdev Y ψ) := by
  rw [sdev_eq_norm hX hψ, sdev_eq_norm hY hψ]
  generalize expct X ψ = a
  generalize expct Y ψ = b
  -- shifting the operators by real numbers leaves the commutator unchanged
  have key : inner ℂ ψ (comm X Y ψ) =
      inner ℂ (X ψ - (a : ℂ) • ψ) (Y ψ - (b : ℂ) • ψ)
        - inner ℂ (Y ψ - (b : ℂ) • ψ) (X ψ - (a : ℂ) • ψ) := by
    simp only [comm, LinearMap.sub_apply, Module.End.mul_apply, inner_sub_left,
      inner_sub_right, inner_smul_left, inner_smul_right, Complex.conj_ofReal]
    rw [← hX ψ (Y ψ), ← hY ψ (X ψ), hX ψ ψ, hY ψ ψ]
    ring
  rw [key]
  have h1 := norm_sub_le (inner ℂ (X ψ - (a : ℂ) • ψ) (Y ψ - (b : ℂ) • ψ))
    (inner ℂ (Y ψ - (b : ℂ) • ψ) (X ψ - (a : ℂ) • ψ))
  have h2 := norm_inner_le_norm (𝕜 := ℂ) (X ψ - (a : ℂ) • ψ) (Y ψ - (b : ℂ) • ψ)
  have h3 := norm_inner_le_norm (𝕜 := ℂ) (Y ψ - (b : ℂ) • ψ) (X ψ - (a : ℂ) • ψ)
  linarith [mul_comm ‖X ψ - (a : ℂ) • ψ‖ ‖Y ψ - (b : ℂ) • ψ‖]
```

The two `generalize` lines replace the means by arbitrary real numbers, since the cancellation in `key` holds for any real shifts. `h1` is the triangle inequality, and `h2` and `h3` are the two uses of Cauchy–Schwarz.

With no bound on the length of \(\psi\), Ozawa's inequality fails for this `sdev`. Take \(A=1+\sigma_x\), \(B=\sigma_y\), \(N=0\), \(D=-\sigma_y\) and \(\psi=(\sqrt2,0)\). Then \(\|A\psi\|^2=4\) and \(\langle\psi,A\psi\rangle=2\), so `sdev` gives 0 for \(A\). The right-hand side vanishes, while the left-hand side is 2.

## Outputs that can be read together

For bounded self-adjoint operators on a Hilbert space, the condition \((A+N)(B+D)=(B+D)(A+N)\) says that the meter reading and the disturbed observable are jointly measurable. For unbounded ones, commuting on a common domain does not by itself guarantee this. In the system–probe picture it is automatic: \(1\otimes M\) and \(B\otimes1\) act on different factors, and conjugating both with the same \(U\) keeps them commuting. Expanding the vanishing commutator,
\[
0=[A+N,B+D]=[A,B]+[A,D]+[N,B]+[N,D],
\]
gives \([A,B]=-[A,D]-[N,B]-[N,D]\).

```lean
/-- If `A + N` and `B + D` commute, the commutator of `A` and `B` is balanced by the
commutators that involve the noise `N` and the disturbance `D`. -/
theorem comm_balance {A B N D : Module.End ℂ E}
    (h : (A + N) * (B + D) = (B + D) * (A + N)) :
    comm A B = -comm A D - comm N B - comm N D := by
  unfold comm
  linear_combination (norm := noncomm_ring) h
```

`linear_combination` checks this expansion in the non-commutative ring of operators. Taking expectation values, then the triangle inequality, then Robertson's relation for each term gives
\[
\tfrac12|\langle[A,B]\rangle|\le\tfrac12\bigl(|\langle[A,D]\rangle|+|\langle[N,B]\rangle|+|\langle[N,D]\rangle|\bigr)
\le\sigma(A)\sigma(D)+\sigma(N)\sigma(B)+\sigma(N)\sigma(D).
\]

```lean
/-- A sharper form of Ozawa's inequality, with the standard deviations of the noise `N` and the
disturbance `D`, for symmetric operators with `A + N` commuting with `B + D` and a unit vector. -/
theorem ozawa_sdev {A B N D : Module.End ℂ E} (hA : LinearMap.IsSymmetric A)
    (hB : LinearMap.IsSymmetric B) (hN : LinearMap.IsSymmetric N)
    (hD : LinearMap.IsSymmetric D) (h : (A + N) * (B + D) = (B + D) * (A + N))
    {ψ : E} (hψ : ‖ψ‖ = 1) :
    ‖inner ℂ ψ (comm A B ψ)‖ / 2 ≤
      sdev N ψ * sdev D ψ + sdev N ψ * sdev B ψ + sdev A ψ * sdev D ψ := by
  rw [comm_balance h]
  simp only [LinearMap.sub_apply, LinearMap.neg_apply, inner_sub_right, inner_neg_right]
  -- triangle inequality, then Robertson's relation for each of the three commutators
  have t1 := norm_sub_le (-inner ℂ ψ (comm A D ψ) - inner ℂ ψ (comm N B ψ))
    (inner ℂ ψ (comm N D ψ))
  have t2 := norm_sub_le (-inner ℂ ψ (comm A D ψ)) (inner ℂ ψ (comm N B ψ))
  rw [norm_neg] at t2
  linarith [robertson hA hD hψ, robertson hN hB hψ, robertson hN hD hψ]
```

`t1` and `t2` are the two triangle inequalities, and the final `linarith` adds the three Robertson bounds. This form is sharper, because a constant offset in the reading contributes to \(e\) but not to \(\sigma(N)\).

Ozawa's inequality follows from \(\sigma(N)\le e\) and \(\sigma(D)\le h\). Standard deviations and norms are non-negative, so these bounds may be multiplied:
\[
\sigma(N)\sigma(D)\le eh,\qquad \sigma(N)\sigma(B)\le e\,\sigma(B),\qquad \sigma(A)\sigma(D)\le\sigma(A)\,h .
\]

```lean
/-- Ozawa's inequality: for symmetric operators with `A + N` commuting with `B + D` and a unit
vector, the noise `‖N ψ‖` and the disturbance `‖D ψ‖` satisfy
`|⟨[A, B]⟩| / 2 ≤ ‖N ψ‖ ‖D ψ‖ + ‖N ψ‖ σ(B) + σ(A) ‖D ψ‖`. -/
theorem ozawa {A B N D : Module.End ℂ E} (hA : LinearMap.IsSymmetric A)
    (hB : LinearMap.IsSymmetric B) (hN : LinearMap.IsSymmetric N)
    (hD : LinearMap.IsSymmetric D) (h : (A + N) * (B + D) = (B + D) * (A + N))
    {ψ : E} (hψ : ‖ψ‖ = 1) :
    ‖inner ℂ ψ (comm A B ψ)‖ / 2 ≤
      ‖N ψ‖ * ‖D ψ‖ + ‖N ψ‖ * sdev B ψ + sdev A ψ * ‖D ψ‖ := by
  have nonneg : ∀ X : Module.End ℂ E, 0 ≤ sdev X ψ := fun X => Real.sqrt_nonneg _
  have e := sdev_le_norm hN ψ
  have d := sdev_le_norm hD ψ
  linarith [ozawa_sdev hA hB hN hD h hψ, mul_le_mul e d (nonneg D) (norm_nonneg (N ψ)),
    mul_le_mul_of_nonneg_right e (nonneg B), mul_le_mul_of_nonneg_left d (nonneg A)]
```

The conclusion of `ozawa` reads as the displayed inequality, with `‖inner ℂ ψ (comm A B ψ)‖` for the modulus of the complex number \(\langle[A,B]\rangle\).

Without any commutation condition, \(N=D=0\) is allowed, and \(\sigma_x,\sigma_y\) in the state \((1,0)\) give \(1\le0\). The same argument still yields a neighbouring result for outputs that do not commute. Keeping their commutator on the left,
\[
\tfrac12\bigl|\langle[A,B]\rangle-\langle[A+N,B+D]\rangle\bigr|\le e\,h+e\,\sigma(B)+\sigma(A)\,h .
\]
This inequality, the counter-examples above and the circuit below are argued in prose alone.

## Vanishing cross terms and the product \(eh\)

The simpler relation \(eh\ge\frac12|\langle[A,B]\rangle|\) is guaranteed by two more conditions, \(\langle[A,D]\rangle=0\) and \(\langle[N,B]\rangle=0\). They say that, in this state, the disturbance has no mean commutator with \(A\), and the noise has none with \(B\). The balance then reduces to \(\langle[A,B]\rangle=-\langle[N,D]\rangle\), so
\[
\tfrac12|\langle[A,B]\rangle|\le\sigma(N)\sigma(D)\le eh .
\]

```lean
/-- If `N` and `D` are symmetric, `A + N` commutes with `B + D`, and the expectation values of
`[A, D]` and `[N, B]` in the unit vector `ψ` vanish, the product of the noise `‖N ψ‖` and the
disturbance `‖D ψ‖` is at least `|⟨[A, B]⟩| / 2`. -/
theorem noise_mul_disturbance {A B N D : Module.End ℂ E} (hN : LinearMap.IsSymmetric N)
    (hD : LinearMap.IsSymmetric D) (h : (A + N) * (B + D) = (B + D) * (A + N))
    {ψ : E} (hψ : ‖ψ‖ = 1) (hAD : inner ℂ ψ (comm A D ψ) = 0)
    (hNB : inner ℂ ψ (comm N B ψ) = 0) :
    ‖inner ℂ ψ (comm A B ψ)‖ / 2 ≤ ‖N ψ‖ * ‖D ψ‖ := by
  rw [comm_balance h]
  simp only [LinearMap.sub_apply, LinearMap.neg_apply, inner_sub_right, inner_neg_right]
  rw [hAD, hNB, neg_zero, sub_zero, zero_sub, norm_neg]
  linarith [robertson hN hD hψ, mul_le_mul (sdev_le_norm hN ψ) (sdev_le_norm hD ψ)
    (Real.sqrt_nonneg _) (norm_nonneg (N ψ))]
```

The hypotheses `hAD` and `hNB` remove two of the three terms. Robertson's relation is applied only to \(N\) and \(D\), so \(A\) and \(B\) need not be symmetric here.

If both conditions are omitted, the product bound fails, as a qubit shows.

```lean
/-- The state space of a qubit. -/
abbrev Qubit := EuclideanSpace ℂ (Fin 2)

/-- The Pauli operator `σ_x`. -/
def sx : Qubit →ₗ[ℂ] Qubit where
  toFun v := !₂[v 1, v 0]
  map_add' v w := by ext i; fin_cases i <;> simp
  map_smul' c v := by ext i; fin_cases i <;> simp

/-- The Pauli operator `σ_y`. -/
def sy : Qubit →ₗ[ℂ] Qubit where
  toFun v := !₂[-I * v 1, I * v 0]
  map_add' v w := by ext i; fin_cases i <;> simp <;> ring
  map_smul' c v := by ext i; fin_cases i <;> simp <;> ring

/-- The qubit state `(1, 0)`. -/
def up : Qubit := !₂[1, 0]
```

Take \(A=\sigma_x\), \(B=\sigma_y\), \(N=0\), \(D=-\sigma_y\) and \(\psi=(1,0)\). The outputs are \(\sigma_x\) and \(0\), which commute. From \([\sigma_x,\sigma_y]=2i\sigma_z\) the left-hand side is \(|2i|/2=1\). Since \(\langle\sigma_x\rangle=0\) and \(\|\sigma_x\psi\|=1\), \(\sigma(A)=1\); also \(e=0\) and \(h=\|\sigma_y\psi\|=1\). The right-hand side is \(0+0+1=1\), so Ozawa's inequality is an equality, while \(eh=0<1\). The condition that fails is the first, as \(\langle[A,D]\rangle=-2i\).

```lean
/-- The choice `A = σ_x`, `B = σ_y`, `N = 0`, `D = -σ_y` in the state `(1, 0)` meets the
hypotheses of Ozawa's inequality and turns it into an equality, while the product of noise and
disturbance is smaller than `|⟨[A, B]⟩| / 2`. -/
theorem ozawa_witness :
    (LinearMap.IsSymmetric sx ∧ LinearMap.IsSymmetric sy ∧
      LinearMap.IsSymmetric (0 : Module.End ℂ Qubit) ∧ LinearMap.IsSymmetric (-sy)) ∧
    (sx + 0) * (sy + -sy) = (sy + -sy) * (sx + 0) ∧ ‖up‖ = 1 ∧
    ‖inner ℂ up (comm sx sy up)‖ / 2 =
      ‖(0 : Module.End ℂ Qubit) up‖ * ‖(-sy) up‖
        + ‖(0 : Module.End ℂ Qubit) up‖ * sdev sy up + sdev sx up * ‖(-sy) up‖ ∧
    ‖(0 : Module.End ℂ Qubit) up‖ * ‖(-sy) up‖ < ‖inner ℂ up (comm sx sy up)‖ / 2 := by
  have hx : LinearMap.IsSymmetric sx := by
    intro v w
    simp [sx, PiLp.inner_apply, Fin.sum_univ_two]
    ring
  have hy : LinearMap.IsSymmetric sy := by
    intro v w
    simp [sy, PiLp.inner_apply, Fin.sum_univ_two]
    ring
  have hc : inner ℂ up (comm sx sy up) = 2 * I := by
    simp [comm, sx, sy, up, PiLp.inner_apply, Fin.sum_univ_two]
    ring
  have hs : sdev sx up = 1 := by
    have h0 : expct sx up = 0 := by
      simp [expct, sx, up, PiLp.inner_apply, Fin.sum_univ_two]
    have h1 : ‖sx up‖ = 1 := by
      simp [sx, up, EuclideanSpace.norm_eq, Fin.sum_univ_two]
    rw [sdev, expct_sq hx, h0, h1]
    norm_num
  have hd : ‖(-sy) up‖ = 1 := by
    simp [sy, up, EuclideanSpace.norm_eq, Fin.sum_univ_two]
  have hn : ‖inner ℂ up (comm sx sy up)‖ = 2 := by
    rw [hc]
    simp
  refine ⟨⟨hx, hy, fun v w => by simp, fun v w => ?_⟩, ?_, ?_, ?_, ?_⟩
  · rw [LinearMap.neg_apply, LinearMap.neg_apply, inner_neg_left, inner_neg_right, hy v w]
  · rw [add_neg_cancel, mul_zero, zero_mul]
  · simp [up, EuclideanSpace.norm_eq, Fin.sum_univ_two]
  · rw [hn, hs, hd, LinearMap.zero_apply, norm_zero]
    norm_num
  · rw [hn, hd, LinearMap.zero_apply, norm_zero]
    norm_num

end

end OzawaInequality
```

The proof computes these numbers as `hc`, `hn`, `hs` and `hd`, then verifies each part of the statement. The example is algebraic: no unitary interaction turns \(\sigma_y\) into the zero operator.

## A qubit read out through a CNOT gate

For a two-qubit circuit with an ideal gate, the inequality bounds how gently a probe can read the system. Let the system control a CNOT on a probe prepared in \(\cos\theta\,|0\rangle+\sin\theta\,|1\rangle\), and read \(\sigma_z\) of the probe to learn \(A=\sigma_z\otimes1\). Let \(B=\sigma_x\otimes1\). The gate maps \(1\otimes\sigma_z\) to \(\sigma_z\otimes\sigma_z\) and \(\sigma_x\otimes1\) to \(\sigma_x\otimes\sigma_x\), so
\[
N=\sigma_z\otimes(\sigma_z-1),\qquad D=\sigma_x\otimes(\sigma_x-1),
\]
\[
e=2|\sin\theta|,\qquad h=\sqrt{2(1-\sin2\theta)} .
\]
With the system in an eigenstate of \(\sigma_y\), \(\sigma(A)=\sigma(B)=1\) and \(\frac12|\langle[A,B]\rangle|=1\). At \(\theta=\pi/8\) both \(e\) and \(h\) equal \(\sqrt{2-\sqrt2}\approx0.765\). Their product, about 0.586, lies below 1, while the full sum \(eh+e+h\) is about 2.12.

```lean
#print axioms OzawaInequality.ozawa
-- 'OzawaInequality.ozawa' depends on axioms: [propext, Classical.choice, Quot.sound]
#print axioms OzawaInequality.noise_mul_disturbance
-- 'OzawaInequality.noise_mul_disturbance' depends on axioms: [propext, Classical.choice, Quot.sound]
```
